# A positive density floor in the von Weizsäcker term makes the iso-orbital indicator diverge at a simple node of a single orbital

Put one electron in a p-type orbital. Its density vanishes on a nodal plane, and everywhere else it is still the density of a single orbital. Many meta-generalised-gradient functionals recognise such regions through the iso-orbital indicator

$$\alpha=\frac{\tau-\tau_W}{\tau_{\rm unif}},\qquad \tau_W=\frac{|\nabla n|^2}{8n},\qquad \tau_{\rm unif}=C_F\,n^{5/3},\qquad C_F=\tfrac{3}{10}(3\pi^2)^{2/3},$$

where $n$ is the density, $\tau$ the kinetic energy density, $\tau_W$ its von Weizsäcker form and $\tau_{\rm unif}$ its value in the spin-unpolarised uniform gas, all in atomic units. For a fully spin-polarised density, such as that of one electron, $\tau_{\rm unif}$ is larger by the constant factor $2^{2/3}$; it is left out here, since it changes neither a zero nor a divergence. For one real orbital $\tau=\tau_W$, so $\alpha=0$ wherever $n\neq0$. Near the node, $\tau_W$ is a quotient of two small numbers, and a program may protect the division by replacing $8n$ with $8(n+\varepsilon)$, where $\varepsilon>0$ is small. What does the indicator then report close to the node?

For a continuously differentiable orbital on a line, with nonzero slope at the node (a simple node), it tends to $+\infty$, however small $\varepsilon$ is.

## One orbital on a line

Let $f$ be a real orbital, a function of one coordinate $x$, which may be read as the distance along the normal to a nodal plane. Its density is $n=f^2$. No normalisation and no Schrödinger equation are imposed.

```lean
import Mathlib

open Filter Topology

namespace DensityFloorArtefact

noncomputable section

/-- The density `n = f²` of one real orbital `f` on the line. -/
def density (f : ℝ → ℝ) (x : ℝ) : ℝ := f x ^ 2
```

The kinetic energy density is the positive form $\tau=f'^2/2$, with `deriv f x` standing for $f'(x)$.

```lean
/-- The kinetic energy density `τ = f'² / 2` of one real orbital. -/
def tau (f : ℝ → ℝ) (x : ℝ) : ℝ := deriv f x ^ 2 / 2
```

The numerator of the indicator, called the excess here, is

$$\tau-\frac{n'^2}{8(n+\varepsilon)}.$$

"Floor" means a constant added to the density, not a cutoff such as $\max(n,\varepsilon)$. The gradient $n'$ is the true derivative of the density and is not modified.

```lean
/-- The excess `τ - n'² / (8 (n + ε))` of the kinetic energy density over the von Weizsäcker
expression with density floor `ε`; its domain is `n + ε ≠ 0`. -/
def excess (ε : ℝ) (f : ℝ → ℝ) (x : ℝ) : ℝ :=
  tau f x - deriv (density f) x ^ 2 / (8 * (density f x + ε))
```

Dividing by $n^{5/3}$ gives the indicator. The exponent is that of the three-dimensional uniform gas. The name `alpha` departs from textbook use in one respect: the constant $C_F$ is left out, so the usual indicator is `alpha` divided by $C_F\approx2.871$. A positive constant changes neither a zero nor a divergence.

```lean
/-- The iso-orbital indicator with density floor `ε`, without the constant prefactor of the
uniform gas; its domain is `n ≠ 0` and `n + ε ≠ 0`. The exact indicator has `ε = 0`. -/
def alpha (ε : ℝ) (f : ℝ → ℝ) (x : ℝ) : ℝ :=
  excess ε f x / density f x ^ (5 / 3 : ℝ)
```

## What the floor leaves behind

The chain rule gives $n'=2ff'$. In Lean this is the derivative of a square, and it needs differentiability only at the point considered.

```lean
/-- Where the orbital is differentiable, the density gradient is `n' = 2 f f'`. -/
theorem deriv_density {f : ℝ → ℝ} {x : ℝ} (hf : DifferentiableAt ℝ f x) :
    deriv (density f) x = 2 * f x * deriv f x := by
  have h : HasDerivAt (density f) (2 * f x * deriv f x) x := by
    have h' := hf.hasDerivAt.fun_pow 2
    refine h'.congr_deriv ?_
    norm_num
  exact h.deriv
```

Hence $n'^2=4f^2f'^2=4nf'^2$, and

$$\tau-\frac{n'^2}{8(n+\varepsilon)}
=\frac{f'^2}{2}-\frac{n f'^2}{2(n+\varepsilon)}
=\frac{f'^2}{2}\,\frac{(n+\varepsilon)-n}{n+\varepsilon}
=\frac{\varepsilon f'^2}{2(n+\varepsilon)} .$$

The proof inserts $n'$, uses $\varepsilon>0$ to see that the denominators are nonzero, multiplies them out and leaves a polynomial identity to `ring`.

```lean
/-- For a differentiable orbital and a floor `ε > 0`, the excess equals
`ε f'² / (2 (n + ε))`. -/
theorem excess_eq {ε : ℝ} (hε : 0 < ε) {f : ℝ → ℝ} {x : ℝ}
    (hf : DifferentiableAt ℝ f x) :
    excess ε f x = ε * deriv f x ^ 2 / (2 * (density f x + ε)) := by
  unfold excess tau
  rw [deriv_density hf]
  unfold density
  have h0 : (2 : ℝ) ≠ 0 := by norm_num
  have h8 : 8 * (f x ^ 2 + ε) ≠ 0 := by positivity
  have h2 : 2 * (f x ^ 2 + ε) ≠ 0 := by positivity
  rw [div_sub_div _ _ h0 h8, div_eq_div_iff (mul_ne_zero h0 h8) h2]
  ring
```

With $\varepsilon=0$ and $f(x)\neq0$ the cancellation is complete:

$$\frac{f'^2}{2}-\frac{4f^2f'^2}{8f^2}=0 .$$

The statement concerns the numerator alone, and there the condition $f(x)\neq0$ has real content. Lean sets a quotient with zero denominator equal to zero, so at a node with nonzero slope `excess 0 f x` would come out as $f'^2/2$.

```lean
/-- Without a floor, the excess of one differentiable orbital is zero wherever the orbital
does not vanish. -/
theorem excess_zero {f : ℝ → ℝ} {x : ℝ} (hf : DifferentiableAt ℝ f x) (hx : f x ≠ 0) :
    excess 0 f x = 0 := by
  unfold excess tau
  rw [deriv_density hf]
  unfold density
  have h0 : (2 : ℝ) ≠ 0 := by norm_num
  have h8 : 8 * (f x ^ 2 + 0) ≠ 0 := by
    rw [add_zero]
    positivity
  rw [sub_eq_zero, div_eq_div_iff h0 h8]
  ring
```

## The numerator stays finite at the node

Let $f(x_0)=0$. Since $f$ and $f'$ are continuous, the closed form can be evaluated at the node:

$$\lim_{x\to x_0}\frac{\varepsilon f'(x)^2}{2(n(x)+\varepsilon)}=\frac{\varepsilon f'(x_0)^2}{2\varepsilon}=\frac{f'(x_0)^2}{2}.$$

The floor cancels. Close to the node the protected von Weizsäcker term goes to zero, and the whole kinetic energy density is left as excess.

The hypothesis `ContDiff ℝ 1 f` says that $f$ is continuously differentiable on the whole line. The proof establishes continuity of the closed form (`hcont`), computes its value at $x_0$ (`hval`), and carries the limit back to the excess through `excess_eq`.

```lean
/-- At a node of a continuously differentiable orbital, the excess with floor `ε > 0` tends to
`f'(x₀)² / 2`. -/
theorem tendsto_excess {ε : ℝ} (hε : 0 < ε) {f : ℝ → ℝ} (hf : ContDiff ℝ 1 f) {x₀ : ℝ}
    (h0 : f x₀ = 0) : Tendsto (excess ε f) (𝓝 x₀) (𝓝 (deriv f x₀ ^ 2 / 2)) := by
  obtain ⟨hd, hc⟩ := contDiff_one_iff_deriv.1 hf
  have hcont : Continuous fun x => ε * deriv f x ^ 2 / (2 * (f x ^ 2 + ε)) :=
    (continuous_const.mul (hc.pow 2)).div
      (continuous_const.mul ((hd.continuous.pow 2).add continuous_const))
      (fun x => by positivity)
  have hval : ε * deriv f x₀ ^ 2 / (2 * (f x₀ ^ 2 + ε)) = deriv f x₀ ^ 2 / 2 := by
    have h1 : 2 * (f x₀ ^ 2 + ε) ≠ 0 := by positivity
    rw [div_eq_div_iff h1 (by norm_num), h0]
    ring
  have ht := hcont.tendsto x₀
  rw [hval] at ht
  exact ht.congr fun x => (excess_eq hε (hd x)).symm
```

## Division by a vanishing density

Suppose $u\to c>0$ and $g\to0$ with $g>0$. Then $g^{5/3}\to0$ through positive values, its reciprocal tends to $+\infty$, and so does $u\,g^{-5/3}$. The lemma states this for an arbitrary filter `l`, Lean's general notion of a limiting process, so that it serves both for $x\to x_0$ and for $\varepsilon\to0^+$. In the proof, `h1` is the limit of the power and `h2` adds that it is approached from above.

```lean
/-- A quantity with a positive limit, divided by the power `5/3` of a positive density that
tends to zero, tends to infinity. -/
theorem tendsto_div_rpow {β : Type*} {l : Filter β} {u g : β → ℝ} {c : ℝ} (hc : 0 < c)
    (hu : Tendsto u l (𝓝 c)) (hg : Tendsto g l (𝓝 0)) (hpos : ∀ᶠ x in l, 0 < g x) :
    Tendsto (fun x => u x / g x ^ (5 / 3 : ℝ)) l atTop := by
  have h1 : Tendsto (fun x => g x ^ (5 / 3 : ℝ)) l (𝓝 0) := by
    have h := hg.rpow_const (p := (5 / 3 : ℝ)) (Or.inr (by norm_num))
    rwa [Real.zero_rpow (by norm_num)] at h
  have h2 : Tendsto (fun x => g x ^ (5 / 3 : ℝ)) l (𝓝[>] 0) :=
    tendsto_nhdsWithin_iff.2 ⟨h1, hpos.mono fun x hx => Real.rpow_pos_of_pos hx _⟩
  refine (hu.pos_mul_atTop hc (tendsto_inv_nhdsGT_zero.comp h2)).congr fun x => ?_
  exact (div_eq_mul_inv _ _).symm
```

It remains to check that the density is positive near the node. Because $f'(x_0)\neq0$, the difference quotient $f(x)/(x-x_0)$ is nonzero for $x$ close to $x_0$ and different from it. So $f(x)\neq0$ and $n(x)=f(x)^2>0$ there. With $u$ the excess, $g=n$ and $c=f'(x_0)^2/2>0$,

$$\frac{\tau-n'^2/(8(n+\varepsilon))}{n^{5/3}}\to+\infty\qquad(x\to x_0,\;x\neq x_0),$$

while the exact indicator is zero at all these nearby points.

In the theorem, `𝓝[≠] x₀` denotes approach to $x_0$ through other points, `atTop` denotes $+\infty$, and `∀ᶠ` means "for all points sufficiently close". The first half of the conclusion is the divergence. The second says that near the node, but not at it, the density is positive and `alpha 0 f x` equals zero. The proof obtains the isolation of the node from `eventually_ne`, then combines the two preceding limits.

```lean
/-- Density-floor artefact: at a simple node of a continuously differentiable orbital, the
indicator with any floor `ε > 0` tends to infinity, while at all nearby points other than the
node the density is positive and the exact indicator is zero. -/
theorem density_floor_artefact {ε : ℝ} (hε : 0 < ε) {f : ℝ → ℝ} (hf : ContDiff ℝ 1 f)
    {x₀ : ℝ} (h0 : f x₀ = 0) (h1 : deriv f x₀ ≠ 0) :
    Tendsto (alpha ε f) (𝓝[≠] x₀) atTop ∧
      ∀ᶠ x in 𝓝[≠] x₀, 0 < density f x ∧ alpha 0 f x = 0 := by
  obtain ⟨hd, -⟩ := contDiff_one_iff_deriv.1 hf
  -- a simple node is isolated
  have hne : ∀ᶠ x in 𝓝[≠] x₀, f x ≠ 0 := (hd x₀).hasDerivAt.eventually_ne h1
  have hpos : ∀ᶠ x in 𝓝[≠] x₀, 0 < density f x :=
    hne.mono fun x hx => by unfold density; positivity
  have hn : Tendsto (density f) (𝓝 x₀) (𝓝 0) := by
    have h : Tendsto (fun x => f x ^ 2) (𝓝 x₀) (𝓝 (f x₀ ^ 2)) :=
      (hd.continuous.pow 2).tendsto x₀
    rw [h0, zero_pow two_ne_zero] at h
    exact h
  refine ⟨tendsto_div_rpow (by positivity)
    ((tendsto_excess hε hf h0).mono_left nhdsWithin_le_nhds)
    (hn.mono_left nhdsWithin_le_nhds) hpos, ?_⟩
  filter_upwards [hne, hpos] with x hx hp
  exact ⟨hp, by rw [alpha, excess_zero (hd x) hx, zero_div]⟩
```

The step from here to a real orbital in space is the replacement of $f'$ by $\nabla f$, which the hypotheses do not include. The algebra of the excess keeps its form, with $|\nabla f|^2$ in place of $f'^2$.

## How fast it diverges

Since $n^{5/3}=|f|^{10/3}$ and $f(x_0)=0$,

$$\alpha\,|x-x_0|^{10/3}
=\frac{\tau-n'^2/(8(n+\varepsilon))}{\left|\dfrac{f(x)-f(x_0)}{x-x_0}\right|^{10/3}}
\;\to\;\frac{f'(x_0)^2/2}{|f'(x_0)|^{10/3}}
=\tfrac12\,|f'(x_0)|^{-4/3},$$

with $\alpha$ meaning `alpha ε f x`. The limit does not contain $\varepsilon$: a smaller floor does not weaken the leading singularity.

It is easy to go wrong here by expanding in $\varepsilon$ first. To first order the excess is $\varepsilon f'^2/(2n)$, which suggests a divergence like $\varepsilon\,|x-x_0|^{-16/3}$. That form holds only while $n\gg\varepsilon$. Sufficiently close to the node the inequality is reversed, and the power is $-10/3$ with a coefficient free of $\varepsilon$.

In the proof, `slope f x₀ x` is the difference quotient, `hs` is the limit of its power, `hval` simplifies the constant, and the last lines identify the quotient with `alpha` times the power of the distance.

```lean
/-- Rate of the divergence: at a simple node of a continuously differentiable orbital, the
indicator with floor `ε > 0` times `|x - x₀|^(10/3)` tends to `|f'(x₀)|^(-4/3) / 2`, whatever
the value of `ε`. -/
theorem artefact_rate {ε : ℝ} (hε : 0 < ε) {f : ℝ → ℝ} (hf : ContDiff ℝ 1 f)
    {x₀ : ℝ} (h0 : f x₀ = 0) (h1 : deriv f x₀ ≠ 0) :
    Tendsto (fun x => alpha ε f x * |x - x₀| ^ (10 / 3 : ℝ)) (𝓝[≠] x₀)
      (𝓝 (|deriv f x₀| ^ (-4 / 3 : ℝ) / 2)) := by
  obtain ⟨hd, -⟩ := contDiff_one_iff_deriv.1 hf
  have hD : 0 < |deriv f x₀| := abs_pos.2 h1
  -- the difference quotient carries the power of the distance
  have hs := (hasDerivAt_iff_tendsto_slope.1 (hd x₀).hasDerivAt).abs.rpow_const
    (p := (10 / 3 : ℝ)) (Or.inl hD.ne')
  have ht := ((tendsto_excess hε hf h0).mono_left nhdsWithin_le_nhds).div hs
    (Real.rpow_pos_of_pos hD _).ne'
  have hval : deriv f x₀ ^ 2 / 2 / |deriv f x₀| ^ (10 / 3 : ℝ)
      = |deriv f x₀| ^ (-4 / 3 : ℝ) / 2 := by
    have e : (-4 / 3 : ℝ) = 2 - 10 / 3 := by norm_num
    rw [e, Real.rpow_sub hD, Real.rpow_two, sq_abs, div_right_comm]
  rw [hval] at ht
  refine ht.congr fun x => ?_
  have hp : density f x ^ (5 / 3 : ℝ) = |f x| ^ (10 / 3 : ℝ) := by
    have e : (10 / 3 : ℝ) = 2 * (5 / 3) := by norm_num
    rw [e, Real.rpow_mul (abs_nonneg _), Real.rpow_two, sq_abs, density]
  change excess ε f x / |slope f x₀ x| ^ (10 / 3 : ℝ) = _
  rw [alpha, hp, slope_def_field, h0, sub_zero, abs_div,
    Real.div_rpow (abs_nonneg _) (abs_nonneg _), div_div_eq_mul_div, div_mul_eq_mul_div]
```

In a calculation, $n$, $|\nabla n|^2$ and $\tau$ are given at grid points, and the excess is formed from them point by point. Take $f(x)=x$ and $\varepsilon=10^{-10}$, in atomic units. The closed form gives the following values, where the exact result is zero in every row:

| distance from the node | `alpha` | with the factor $1/C_F$ |
|---|---|---|
| $10^{-1}$ | $1.1\times10^{-5}$ | $3.8\times10^{-6}$ |
| $10^{-2}$ | $2.3$ | $0.81$ |
| $10^{-3}$ | $5.0\times10^{5}$ | $1.7\times10^{5}$ |

A functional that reads $\alpha=0$ as a single orbital and $\alpha=1$ as a uniform gas would thus fail to recognise a single orbital at the second point. The last column uses the spin-unpolarised $\tau_{\rm unif}$; for one electron, whose density is fully spin-polarised, it is to be divided by $2^{2/3}\approx1.59$, which leaves $0.51$ at that point. All three points still have $n\gg\varepsilon$, so the rows follow the power $-16/3$; the power $-10/3$ takes over only at distances well below $10^{-5}$, where $n\ll\varepsilon$. This bears on meta-generalised-gradient calculations where a single real orbital supplies the density; the theorems treat that case in one dimension.

## Removing the floor

At a fixed point with $f(x)\neq0$, the excess is a continuous function of $\varepsilon$ at $\varepsilon=0$, because $n(x)>0$ keeps the denominator away from zero. Therefore

$$\lim_{\varepsilon\to0^+}\left[\tau-\frac{n'^2}{8(n+\varepsilon)}\right]=0 .$$

The theorem is about the numerator; division by the fixed positive number $n(x)^{5/3}$ carries the limit over to the indicator. So the order of limits matters. Removing the floor first gives zero at each point near the node, whereas approaching the node first gives infinity for each floor.

In Lean, `𝓝[>] 0` is the approach of $\varepsilon$ to zero from above. The proof shows continuity in $\varepsilon$ and takes the value at zero from `excess_zero`.

```lean
/-- At a fixed point where a differentiable orbital does not vanish, the excess tends to zero
as the floor is removed. -/
theorem excess_floor_removed {f : ℝ → ℝ} {x : ℝ} (hf : DifferentiableAt ℝ f x)
    (hx : f x ≠ 0) : Tendsto (fun ε => excess ε f x) (𝓝[>] 0) (𝓝 0) := by
  have hne : 8 * (density f x + 0) ≠ 0 := by
    rw [add_zero, density]
    positivity
  have hc : ContinuousAt (fun ε => excess ε f x) 0 :=
    continuousAt_const.sub (continuousAt_const.div
      (continuousAt_const.mul (continuousAt_const.add continuousAt_id)) hne)
  have ht := hc.tendsto
  rw [excess_zero hf hx] at ht
  exact ht.mono_left nhdsWithin_le_nhds
```

A natural variant adds the floor to the outer denominator as well, giving $(n+\varepsilon)^{5/3}$. The quotient is then finite at the node for each $\varepsilon>0$. There $n=0$ and $n'=2ff'=0$, so its value is

$$\frac{f'(x_0)^2/2}{\varepsilon^{5/3}},$$

which tends to $+\infty$ as $\varepsilon\to0^+$. The divergence in $x$ has become a peak whose height at the node grows without bound as the floor is lowered.

The proof computes the constant numerator (`he`) and applies the division lemma again, now with $g=\varepsilon$. Differentiability at $x_0$ is enough, since no neighbouring point enters.

```lean
/-- If the floor is also added to the density in the denominator, the value of the indicator at
a simple node still tends to infinity as the floor is removed. -/
theorem floor_in_both_places {f : ℝ → ℝ} {x₀ : ℝ} (hf : DifferentiableAt ℝ f x₀)
    (h0 : f x₀ = 0) (h1 : deriv f x₀ ≠ 0) :
    Tendsto (fun ε => excess ε f x₀ / (density f x₀ + ε) ^ (5 / 3 : ℝ)) (𝓝[>] 0) atTop := by
  -- at the node the density and its gradient vanish
  have hn : density f x₀ = 0 := by rw [density, h0, zero_pow two_ne_zero]
  have he : ∀ ε, excess ε f x₀ = deriv f x₀ ^ 2 / 2 := fun ε => by
    rw [excess, deriv_density hf, h0, tau]
    simp
  simp only [he, hn, zero_add]
  have hid : Tendsto (fun ε : ℝ => ε) (𝓝[>] 0) (𝓝 0) :=
    tendsto_id.mono_left nhdsWithin_le_nhds
  exact tendsto_div_rpow (by positivity) tendsto_const_nhds hid self_mem_nhdsWithin

end

end DensityFloorArtefact
```

```lean
#print axioms DensityFloorArtefact.density_floor_artefact
-- 'DensityFloorArtefact.density_floor_artefact' depends on axioms: [propext, Classical.choice, Quot.sound]
#print axioms DensityFloorArtefact.artefact_rate
-- 'DensityFloorArtefact.artefact_rate' depends on axioms: [propext, Classical.choice, Quot.sound]
#print axioms DensityFloorArtefact.excess_floor_removed
-- 'DensityFloorArtefact.excess_floor_removed' depends on axioms: [propext, Classical.choice, Quot.sound]
#print axioms DensityFloorArtefact.floor_in_both_places
-- 'DensityFloorArtefact.floor_in_both_places' depends on axioms: [propext, Classical.choice, Quot.sound]
```
